# The singlet and triplet projectors of two spins 1/2 are idempotent, mutually orthogonal and complete, with traces 1 and 3

For two spins 1/2, let X be the operator that exchanges their states, written as a 4 × 4 complex matrix in the product basis. The theorem `projector_algebra` says that the singlet projector (1 − X)/2 and the triplet projector (1 + X)/2 each square to themselves, multiply to zero in either order and add up to the identity, and that their traces are 1 and 3. No Hamiltonian enters; these are statements about the exchange operator alone. The attempt first proves that X² = 1 and that X has trace 2, then gets the products and the sum by expanding the definitions, and the two traces by linearity.

In Lean, a first try:

```lean
import Mathlib

open Matrix
open scoped Kronecker

namespace HeisenbergDimer

noncomputable section

/-- Operators on the four-dimensional state space of two spins 1/2. -/
abbrev DimerOp := Matrix (Fin 2 × Fin 2) (Fin 2 × Fin 2) ℂ

/-- The operator that exchanges the states of the two spins. -/
def exchange : DimerOp := Matrix.of fun p q => if p = q.swap then 1 else 0

/-- The projector onto states antisymmetric under exchange. -/
def singletProj : DimerOp := (1/2 : ℂ) • (1 - exchange)

/-- The projector onto states symmetric under exchange. -/
def tripletProj : DimerOp := (1/2 : ℂ) • (1 + exchange)

/-- The two projectors are idempotent, mutually orthogonal and complete, with traces 1 and 3. -/
theorem projector_algebra :
    singletProj * singletProj = singletProj ∧ tripletProj * tripletProj = tripletProj ∧
    singletProj * tripletProj = 0 ∧ tripletProj * singletProj = 0 ∧
    singletProj + tripletProj = 1 ∧
    Matrix.trace singletProj = 1 ∧ Matrix.trace tripletProj = 3 := by
  -- exchanging twice does nothing
  have hX : exchange * exchange = 1 := by
    ext p q
    simp only [exchange, Matrix.mul_apply, Matrix.of_apply, mul_ite, mul_one, mul_zero,
      Finset.sum_ite_eq', Finset.mem_univ, if_true, Prod.swap_swap, Matrix.one_apply]
  -- two of the four product states are unchanged by exchange
  have hT : Matrix.trace exchange = 2 := by
    norm_num [exchange, Matrix.trace, Fintype.sum_prod_type, Fin.sum_univ_two]
  refine ⟨?_, ?_, ?_, ?_, ?_, ?_, ?_⟩
  iterate 4
    · simp only [singletProj, tripletProj, Matrix.smul_mul, Matrix.mul_smul, sub_mul, mul_sub,
        add_mul, mul_add, one_mul, mul_one, hX]
      module
  · simp only [singletProj, tripletProj]
    module
  · norm_num [singletProj, Matrix.trace_smul, Matrix.trace_sub, Matrix.trace_one, hT]
  · norm_num [tripletProj, Matrix.trace_smul, Matrix.trace_add, Matrix.trace_one, hT]

end

end HeisenbergDimer
```

The error:

```
Main.lean:34:41: error: unsolved goals
hX : exchange * exchange = 1
⊢ ↑{x | x = x.swap}.card = 2
```

Cause. The error is in `hT`, the claim that the exchange operator has trace 2. Lean is left having to show that the set of basis states `x` with `x = x.swap` has two elements, which is true but which `norm_num` does not prove.

The trace is a sum of terms that are 1 if `x = x.swap` and 0 otherwise. `norm_num` also uses Lean's default simp lemmas, and one of them, `Finset.sum_boole`, turns such a sum into the size of a set. After that there is no sum left for `Fintype.sum_prod_type` and `Fin.sum_univ_two` to expand.

The repair expands the sum first, with a `simp only` whose list leaves out `Finset.sum_boole`. This gives four explicit terms, and `Prod.swap_prod_mk` and `Prod.mk.injEq` reduce their conditions to equations between the numbers 0 and 1. The `norm_num` that follows decides these and adds up the terms. The reworded comment is mere tidying.

The mended proof, as a diff:

```diff
@@ -31,7 +31,9 @@
     simp only [exchange, Matrix.mul_apply, Matrix.of_apply, mul_ite, mul_one, mul_zero,
       Finset.sum_ite_eq', Finset.mem_univ, if_true, Prod.swap_swap, Matrix.one_apply]
-  -- two of the four product states are unchanged by exchange
+  -- the exchange operator has trace 2
   have hT : Matrix.trace exchange = 2 := by
-    norm_num [exchange, Matrix.trace, Fintype.sum_prod_type, Fin.sum_univ_two]
+    simp only [exchange, Matrix.trace, Matrix.diag_apply, Matrix.of_apply,
+      Fintype.sum_prod_type, Fin.sum_univ_two, Prod.swap_prod_mk, Prod.mk.injEq]
+    norm_num
   refine ⟨?_, ?_, ?_, ?_, ?_, ?_, ?_⟩
   iterate 4
```
